# Fock exchange of plane waves on a finite ring as a sum over momentum transfers

Let $S$ be a set of occupied plane waves on a ring of $N\ge 1$ sites, and let $v$ be any complex function of the separation of two sites. Then

$$\sum_{x,y}|P(x,y)|^2\,v(x-y)=\frac1N\sum_{k,k'\in S}\hat v(k-k'),$$

where

$$P(x,y)=\frac1N\sum_{k\in S}e^{2\pi i k(x-y)/N},\qquad \hat v(q)=\sum_r v(r)\,e^{-2\pi i qr/N}.$$

All positions and momenta are integers modulo $N$.

## Exchange in a determinant of plane waves

Put spinless fermions into the normalised orbitals $e^{2\pi i kx/N}/\sqrt N$ with $k\in S$. Their Slater determinant has the one-particle density matrix $P$. For a real, even pair interaction $v$, its Fock exchange energy is $-\tfrac12$ times the left-hand side above, which we call the exchange sum $X(S)$.

The identity turns a sum over pairs of sites into a sum over pairs of occupied momenta. It is the finite, one-dimensional form of the momentum-transfer expression for exchange in a uniform electron gas, for a single determinant of plane waves.

## Plane waves diagonalise the exchange operator

Write $e_q(x)=e^{2\pi i qx/N}$ and define the exchange level

$$\lambda_q=\frac1N\sum_{k\in S}\hat v(q-k).$$

Apply the nonlocal operator with kernel $P(x,y)v(x-y)$ to $e_q$. One occupied wave $k$ contributes, apart from the factor $1/N$,

$$\sum_y e_k(x-y)\,v(x-y)\,e_q(y).$$

Set $r=x-y$. As $y$ runs once round the ring, so does $r$, and the sum becomes

$$\sum_r v(r)\,e^{2\pi i[kr+q(x-r)]/N}
=e_q(x)\sum_r v(r)\,e^{-2\pi i(q-k)r/N}
=\hat v(q-k)\,e_q(x).$$

Summing over $k\in S$ and dividing by $N$ gives

$$\sum_y P(x,y)\,v(x-y)\,e_q(y)=\lambda_q\,e_q(x).$$

In the Fock operator, exchange enters with a minus sign, so it contributes $-\lambda_q$ to the orbital energy.

## From levels to the exchange sum

Write $|P|^2=P\,\overline P$ and expand the conjugate:

$$\overline{P(x,y)}=\frac1N\sum_{q\in S}e_q(y)\,e_q(-x).$$

The eigenvalue equation now does the sum over $y$:

$$X(S)=\sum_{q\in S}\frac1N\sum_x e_q(-x)\,\lambda_q\,e_q(x)=\sum_{q\in S}\lambda_q.$$

The phases cancel at each site, and the $N$ equal terms cancel the factor $1/N$. Inserting the definition of $\lambda_q$ gives the identity, with $q,k$ renamed $k,k'$.

## Adding a particle, and contact interactions

Let $v$ be even and let $q\notin S$. The ordered pairs in $S\cup\{q\}$ are those within $S$, those with $q$ in first or in second place, and $(q,q)$. Since $\hat v$ is also even, the two mixed sums agree, and

$$X(S\cup\{q\})=X(S)+2\lambda_q+\frac{\hat v(0)}N,$$

with $\lambda_q$ computed from the original set $S$. The last term is the new particle's pairing with itself.

For a contact kernel, $v(0)=U$ and $v(r)=0$ otherwise. Then $\hat v(q)=U$ for every $q$, and all $|S|^2$ pairs contribute equally: $X(S)=U|S|^2/N$. The density $P(x,x)=|S|/N$ is uniform, so the direct (Hartree) sum $\sum_x U\,P(x,x)^2$ has the same value. The two cancel in the energy, as they must for spinless fermions, which never share a site.

## Four sites, two particles

Take $N=4$, $S=\{0,1\}$, $v(1)=v(3)=1$ and $v(0)=v(2)=0$. Then $\hat v(q)=2\cos(\pi q/2)$, with values $2,0,-2,0$ for $q=0,1,2,3$.

- In real space, $|P|^2=|1\pm i|^2/16=1/8$ between neighbours. There are eight ordered neighbour pairs, so $X=1$.
- In reciprocal space, $X=\tfrac14(2+2+0+0)=1$.

Now occupy $q=2$ as well. Its level is $\lambda_2=\tfrac14(\hat v(2)+\hat v(1))=-\tfrac12$, so $X$ changes by $2(-\tfrac12)+\tfrac24=-\tfrac12$, to $\tfrac12$. The direct count agrees: $\tfrac14(3\cdot2+2\cdot(-2))=\tfrac12$.

## The statement in Lean

Sites and momenta have type `ZMod N`, so periodicity is built into the type, and `[NeZero N]` excludes only $N=0$. The occupied set is a `Finset (ZMod N)`, possibly empty, with each momentum occupied at most once.

`planeWave k x` is the unnormalised $e_k(x)$, and `planeWave_eq_exp` identifies it with the usual exponential for integer labels. `densityMatrix` carries the factor $1/N$ that normalised orbitals produce, while `kernelHat` has no prefactor and a minus sign in its exponent. `exchangeSum` is $X(S)$, without the physical factor $-\tfrac12$, and `exchangeLevel` is $\lambda_q$.

The main theorem, `exchangeSum_reciprocal`, assumes nothing about `v`. Evenness enters only in `exchangeSum_insert`, as `hv`; physically it says that the interaction does not depend on the order of the two particles. Fock space, spin and the infinite-ring limit are not modelled: the determinant supplies the interpretation of $P$, and the theorems concern the sums themselves.

```lean
import Mathlib

open ComplexConjugate

namespace RingFockExchange

noncomputable section

variable {N : ℕ} [NeZero N]

/-- The plane wave of momentum `k` at site `x` of a ring of `N` sites, without normalisation. -/
def planeWave (k x : ZMod N) : ℂ := ZMod.stdAddChar (k * x)

/-- The one-particle density matrix of the plane waves occupied in `S`. -/
def densityMatrix (S : Finset (ZMod N)) (x y : ZMod N) : ℂ :=
  (1 / (N : ℂ)) * ∑ k ∈ S, planeWave k (x - y)

/-- The discrete Fourier transform of an interaction kernel on the ring. -/
def kernelHat (v : ZMod N → ℂ) (q : ZMod N) : ℂ :=
  ∑ r, v r * planeWave q (-r)

/-- The sum over pairs of sites of the squared modulus of the density matrix times the
interaction kernel. -/
def exchangeSum (v : ZMod N → ℂ) (S : Finset (ZMod N)) : ℂ :=
  ∑ x, ∑ y, ((‖densityMatrix S x y‖ ^ 2 : ℝ) : ℂ) * v (x - y)

/-- The transformed kernel at the momentum differences `q - k` for the occupied plane waves `k`,
summed and divided by the number of sites. -/
def exchangeLevel (v : ZMod N → ℂ) (S : Finset (ZMod N)) (q : ZMod N) : ℂ :=
  (1 / (N : ℂ)) * ∑ k ∈ S, kernelHat v (q - k)

/-- For integer labels `k` and `x` the plane wave is the exponential `exp (2πi k x / N)`. -/
theorem planeWave_eq_exp (k x : ℤ) :
    planeWave (k : ZMod N) (x : ZMod N)
      = Complex.exp (2 * Real.pi * Complex.I * ((k : ℂ) * (x : ℂ)) / N) := by
  have h : (k : ZMod N) * (x : ZMod N) = ((k * x : ℤ) : ZMod N) := (Int.cast_mul k x).symm
  rw [planeWave, h, ZMod.stdAddChar_coe, Int.cast_mul]

/-- A plane wave at a sum of two positions is the product of its values there. -/
theorem planeWave_add (k x y : ZMod N) :
    planeWave k (x + y) = planeWave k x * planeWave k y := by
  rw [planeWave, mul_add, AddChar.map_add_eq_mul]
  rfl

/-- The complex conjugate of a plane wave is the plane wave at the reflected position. -/
theorem conj_planeWave (k x : ZMod N) : conj (planeWave k x) = planeWave k (-x) := by
  rw [planeWave, planeWave, mul_neg, ZMod.stdAddChar_apply, ZMod.stdAddChar_apply,
    AddChar.map_neg_eq_inv, Circle.coe_inv_eq_conj]

/-- Every plane wave is an eigenfunction of the nonlocal exchange operator with kernel
`P(x,y) v(x-y)`, and its eigenvalue is the exchange level. -/
theorem exchange_operator_planeWave (v : ZMod N → ℂ) (S : Finset (ZMod N)) (q x : ZMod N) :
    ∑ y, densityMatrix S x y * v (x - y) * planeWave q y
      = exchangeLevel v S q * planeWave q x := by
  -- one occupied plane wave at a time, with the substitution r = x - y
  have key : ∀ k : ZMod N, ∑ y, planeWave k (x - y) * v (x - y) * planeWave q y
      = kernelHat v (q - k) * planeWave q x := by
    intro k
    rw [kernelHat, Finset.sum_mul]
    refine Fintype.sum_equiv (Equiv.subLeft x) _ _ fun y => ?_
    rw [Equiv.subLeft_apply]
    have h : planeWave k (x - y) * planeWave q y
        = planeWave (q - k) (-(x - y)) * planeWave q x := by
      simp only [planeWave, ← AddChar.map_add_eq_mul]
      congr 1
      ring
    linear_combination v (x - y) * h
  calc ∑ y, densityMatrix S x y * v (x - y) * planeWave q y
      = (1 / (N : ℂ)) * ∑ k ∈ S, ∑ y, planeWave k (x - y) * v (x - y) * planeWave q y := by
        rw [Finset.sum_comm, Finset.mul_sum]
        refine Finset.sum_congr rfl fun y _ => ?_
        rw [← Finset.sum_mul, ← Finset.sum_mul, densityMatrix]
        ring
    _ = exchangeLevel v S q * planeWave q x := by
        simp only [key]
        rw [← Finset.sum_mul, exchangeLevel]
        ring

/-- The exchange sum is the sum of the exchange levels of the occupied plane waves. -/
theorem exchangeSum_eq_sum_levels (v : ZMod N → ℂ) (S : Finset (ZMod N)) :
    exchangeSum v S = ∑ q ∈ S, exchangeLevel v S q := by
  have hN : (N : ℂ) ≠ 0 := Nat.cast_ne_zero.mpr (NeZero.ne N)
  -- the conjugate density matrix, expanded in occupied plane waves
  have hc : ∀ x y : ZMod N, conj (densityMatrix S x y)
      = (1 / (N : ℂ)) * ∑ q ∈ S, planeWave q y * planeWave q (-x) := by
    intro x y
    simp only [densityMatrix, map_mul, map_sum, map_div₀, map_one, map_natCast, conj_planeWave]
    congr 1
    refine Finset.sum_congr rfl fun q _ => ?_
    rw [← planeWave_add]
    congr 1
    ring
  calc exchangeSum v S
      = ∑ x, ∑ y, ∑ q ∈ S, (1 / (N : ℂ)) * planeWave q (-x)
          * (densityMatrix S x y * v (x - y) * planeWave q y) := by
        refine Finset.sum_congr rfl fun x _ => Finset.sum_congr rfl fun y _ => ?_
        rw [← Complex.normSq_eq_norm_sq, ← Complex.mul_conj, hc]
        simp only [Finset.mul_sum, Finset.sum_mul]
        refine Finset.sum_congr rfl fun q _ => ?_
        ring
    _ = ∑ q ∈ S, ∑ x, ∑ y, (1 / (N : ℂ)) * planeWave q (-x)
          * (densityMatrix S x y * v (x - y) * planeWave q y) :=
        (Finset.sum_congr rfl fun x _ => Finset.sum_comm).trans Finset.sum_comm
    _ = ∑ q ∈ S, exchangeLevel v S q := by
        refine Finset.sum_congr rfl fun q _ => ?_
        -- the phases at site x cancel, so every site contributes equally
        have hx : ∀ x : ZMod N, ∑ y, (1 / (N : ℂ)) * planeWave q (-x)
            * (densityMatrix S x y * v (x - y) * planeWave q y)
            = (1 / (N : ℂ)) * exchangeLevel v S q := by
          intro x
          have h1 : planeWave q x * planeWave q (-x) = 1 := by
            rw [← planeWave_add, add_neg_cancel, planeWave, mul_zero, AddChar.map_zero_eq_one]
          rw [← Finset.mul_sum, exchange_operator_planeWave]
          linear_combination ((1 / (N : ℂ)) * exchangeLevel v S q) * h1
        simp only [hx, Finset.sum_const, Finset.card_univ, ZMod.card, nsmul_eq_mul]
        rw [← mul_assoc, mul_one_div_cancel hN, one_mul]

/-- Fock exchange in reciprocal space: the exchange sum is `1/N` times the sum of the transformed
kernel over the momentum differences of all ordered pairs of occupied plane waves. -/
theorem exchangeSum_reciprocal (v : ZMod N → ℂ) (S : Finset (ZMod N)) :
    exchangeSum v S = (1 / (N : ℂ)) * ∑ k ∈ S, ∑ k' ∈ S, kernelHat v (k - k') := by
  rw [exchangeSum_eq_sum_levels, Finset.mul_sum]
  rfl

/-- For an even kernel, occupying a further plane wave `q` changes the exchange sum by twice the
exchange level of `q` plus the zero-momentum component of the kernel divided by `N`. -/
theorem exchangeSum_insert (v : ZMod N → ℂ) (hv : ∀ r, v (-r) = v r)
    (S : Finset (ZMod N)) (q : ZMod N) (hq : q ∉ S) :
    exchangeSum v (insert q S)
      = exchangeSum v S + 2 * exchangeLevel v S q + kernelHat v 0 / N := by
  -- an even kernel has an even transform
  have heven : ∀ p : ZMod N, kernelHat v (-p) = kernelHat v p := by
    intro p
    refine Fintype.sum_equiv (Equiv.neg (ZMod N)) _ _ fun r => ?_
    simp [planeWave, hv]
  have hs : ∑ k ∈ S, kernelHat v (k - q) = ∑ k ∈ S, kernelHat v (q - k) := by
    refine Finset.sum_congr rfl fun k _ => ?_
    rw [← heven (k - q), neg_sub]
  rw [exchangeSum_reciprocal, exchangeSum_reciprocal, exchangeLevel]
  simp only [Finset.sum_insert hq, Finset.sum_add_distrib, sub_self]
  rw [hs]
  ring

/-- For a contact interaction of strength `U` the exchange sum is `U` times the squared number of
occupied plane waves divided by the number of sites. -/
theorem exchangeSum_contact (U : ℂ) (S : Finset (ZMod N)) :
    exchangeSum (fun r => if r = 0 then U else 0) S = U * (S.card : ℂ) ^ 2 / N := by
  have hU : ∀ q : ZMod N, kernelHat (fun r => if r = 0 then U else 0) q = U := by
    intro q
    simp [kernelHat, planeWave]
  rw [exchangeSum_reciprocal]
  simp only [hU, Finset.sum_const, nsmul_eq_mul]
  ring

end

end RingFockExchange
```

```lean
#print axioms RingFockExchange.planeWave_eq_exp
#print axioms RingFockExchange.exchangeSum_reciprocal
#print axioms RingFockExchange.exchangeSum_insert
#print axioms RingFockExchange.exchangeSum_contact
```

```
'RingFockExchange.planeWave_eq_exp' depends on axioms: [propext, Classical.choice, Quot.sound]
'RingFockExchange.exchangeSum_reciprocal' depends on axioms: [propext, Classical.choice, Quot.sound]
'RingFockExchange.exchangeSum_insert' depends on axioms: [propext, Classical.choice, Quot.sound]
'RingFockExchange.exchangeSum_contact' depends on axioms: [propext, Classical.choice, Quot.sound]
```

## How the proof follows the derivation

`planeWave_add` and `conj_planeWave` supply the two phase rules used above. In `exchange_operator_planeWave`, the local statement `key` treats one occupied wave, and the `calc` block then sums over $S$.

In `exchangeSum_eq_sum_levels`, `hc` is the expansion of $\overline P$. The `calc` block inserts it, moves the sum over $q$ to the front with `Finset.sum_comm`, and applies the eigenvalue equation. Inside `hx`, the equation `h1` is the cancellation $e_q(x)e_q(-x)=1$. The main theorem then only unfolds the level.

For the added particle, `heven` proves that $\hat v$ is even, and `hs` uses this to equate the two mixed sums. For the contact kernel, `hU` computes the constant transform.

## The change of variable as a bijection

The proof turns on the substitution $r=x-y$, which Lean expresses by `Fintype.sum_equiv (Equiv.subLeft x)`. For fixed $x$, `Equiv.subLeft x` is the map $y\mapsto x-y$ packaged with its inverse. `Fintype.sum_equiv` says that two sums over finite types agree if such a bijection matches them term by term.

What remains is an identity for a single $y$. Its phase part, `h`, reads

$$e_k(x-y)\,e_q(y)=e_{q-k}(-(x-y))\,e_q(x).$$

Rewriting each product of characters as one character of a sum reduces this to equality of the arguments in `ZMod N`, which `ring` proves. Because subtraction is taken modulo $N$, the substitution leaves no boundary terms.
